# For a finite dielectric matrix with ε − 1 positive semidefinite, 1/(ε⁻¹)_gg lies between 1 and ε_gg

## Definitions and conventions

Let \(\varepsilon\) be the dielectric matrix of a crystal at one fixed non-zero wavevector \(q\) in the first Brillouin zone, with rows and columns labelled by a finite set of reciprocal-lattice vectors. Its entries \(\varepsilon_{ij}\) are complex. One label \(g\) is singled out; in the usual application it is the vector \(G=0\), but any label will do.

The assumption is that \(\varepsilon-1\) is positive semidefinite, which includes being Hermitian. Physically, it says that the static response of the electrons screens every field pattern or leaves it unchanged. In the static random-phase approximation it holds for the symmetrised matrix

\[
\varepsilon = 1 - V^{1/2}\chi_0 V^{1/2},
\]

where \(V\) is the diagonal matrix of Coulomb factors, proportional to \(1/|q+G|^2\), and \(\chi_0\) is the independent-particle density response, which is negative semidefinite in the static case. The development below takes the condition as a hypothesis on \(\varepsilon\) and does not derive it from \(\chi_0\).

The unsymmetrised matrix \(1-V\chi_0\) is easily put in its place by mistake. It is in general not Hermitian, so the hypothesis fails for it. It equals \(V^{1/2}\varepsilon V^{-1/2}\), and since \(V\) is diagonal, it has the same diagonal elements as \(\varepsilon\), and its inverse has the same diagonal elements as \(\varepsilon^{-1}\). The bound therefore carries over to it, but only by way of the symmetrised form.

In Lean the label set is a finite type `n`, the matrix is `eps : Matrix n n ℂ`, and the assumption is `(eps - 1).PosSemidef`. The order on complex numbers opened here reads \(0\le z\) as "\(z\) is real and non-negative".

```lean
import Mathlib

open Matrix
open scoped ComplexOrder

namespace DielectricLocalField

noncomputable section

variable {n : Type*} [Fintype n] [DecidableEq n]
```

For a field with longitudinal components \(x_i\), the central quantity is the quadratic form

\[
E(x)=x^\dagger\varepsilon x=\sum_{i,j}x_i^*\,\varepsilon_{ij}\,x_j .
\]

It is proportional to the electrostatic energy density; the unit-dependent prefactor is left out.

```lean
/-- The quadratic form `x† ε x` of a field `x` in a medium with dielectric matrix `ε`. -/
def energy (eps : Matrix n n ℂ) (x : n → ℂ) : ℂ := star x ⬝ᵥ (eps *ᵥ x)
```

The electronic macroscopic dielectric constant of an insulating crystal, for a given direction of \(q\), is the limit \(q\to0\) along that direction, with \(g\) the vector \(G=0\), of the following number. Here the number itself, at the fixed \(q\) and for any label \(g\), is called the macroscopic constant:

\[
M=\frac{1}{(\varepsilon^{-1})_{gg}} .
\]

Lean's inverse and division return a value even for a singular matrix or a zero denominator, so the definition carries its physical meaning only once both cases have been excluded, as they are below.

```lean
/-- The number `1 / (ε⁻¹)_gg`, called the macroscopic constant here. -/
def macroConst (eps : Matrix n n ℂ) (g : n) : ℂ := 1 / eps⁻¹ g g
```

The third object is the field \(u\) with components \(u_j=M(\varepsilon^{-1})_{jg}\). It is the total field inside the crystal when the displacement is a single plane wave \(g\), scaled so that its own \(g\) component is one. Its other components are the local fields.

```lean
/-- The column `g` of `ε⁻¹`, scaled by the macroscopic constant. -/
def microField (eps : Matrix n n ℂ) (g : n) : n → ℂ :=
  fun j => macroConst eps g * eps⁻¹ j g
```

Write \(e_g\) for the field whose only non-zero component is a one at \(g\); in Lean, `Pi.single g 1`. Conjugating a multiple \(c\,e_g\) conjugates \(c\).

```lean
omit [Fintype n] in
private lemma star_single (g : n) (c : ℂ) :
    star (Pi.single g c : n → ℂ) = Pi.single g (star c) := by
  ext j
  by_cases h : j = g <;> simp [h]
```

## The quadratic form controls the norm

Since \(x^\dagger x=\sum_i|x_i|^2\), positive semidefiniteness gives

\[
0\le x^\dagger(\varepsilon-1)x=E(x)-\sum_i|x_i|^2 .
\]

Hence \(E(x)\) is real and at least \(\sum_i|x_i|^2\). The proof splits the complex inequality into its real and imaginary parts, which are the two claims.

```lean
/-- If `ε - 1` is positive semidefinite, the quadratic form of `ε` is real and at least the
squared norm of the field. -/
theorem energy_bound {eps : Matrix n n ℂ} (heps : (eps - 1).PosSemidef) (x : n → ℂ) :
    (energy eps x).im = 0 ∧ ∑ i, ‖x i‖ ^ 2 ≤ (energy eps x).re := by
  have hx : star x ⬝ᵥ x = ((∑ i, ‖x i‖ ^ 2 : ℝ) : ℂ) := by
    rw [Complex.ofReal_sum]
    simp only [dotProduct, Pi.star_apply]
    refine Finset.sum_congr rfl fun i _ => ?_
    rw [mul_comm, Complex.star_def, Complex.mul_conj, Complex.normSq_eq_norm_sq]
  have h := heps.dotProduct_mulVec_nonneg x
  rw [Matrix.sub_mulVec, Matrix.one_mulVec, dotProduct_sub, hx] at h
  obtain ⟨h1, h2⟩ := Complex.le_def.mp h
  rw [Complex.sub_re, Complex.ofReal_re, Complex.zero_re] at h1
  rw [Complex.sub_im, Complex.ofReal_im, Complex.zero_im] at h2
  unfold energy
  constructor <;> linarith
```

If \(E(x)\le 0\), then \(|x_i|^2\le\sum_j|x_j|^2\le E(x)\le 0\) for every \(i\), so \(x=0\).

```lean
private lemma eq_zero_of_energy {eps : Matrix n n ℂ} (heps : (eps - 1).PosSemidef)
    {x : n → ℂ} (h : (energy eps x).re ≤ 0) : x = 0 := by
  funext i
  have h1 : ‖x i‖ ^ 2 ≤ ∑ j, ‖x j‖ ^ 2 :=
    Finset.single_le_sum (f := fun j => ‖x j‖ ^ 2) (fun j _ => sq_nonneg _) (Finset.mem_univ i)
  have h2 := (energy_bound heps x).2
  have h3 : ‖x i‖ ^ 2 = 0 := le_antisymm (by linarith) (sq_nonneg _)
  exact norm_eq_zero.mp ((pow_eq_zero_iff two_ne_zero).mp h3)
```

A singular \(\varepsilon\) would have a non-zero field with \(\varepsilon x=0\), hence \(E(x)=0\), which has just been ruled out. So \(\det\varepsilon\neq0\).

```lean
/-- If `ε - 1` is positive semidefinite, the determinant of `ε` is invertible. -/
theorem isUnit_det {eps : Matrix n n ℂ} (heps : (eps - 1).PosSemidef) : IsUnit eps.det := by
  rw [isUnit_iff_ne_zero]
  intro h0
  obtain ⟨v, hv, hv0⟩ := Matrix.exists_mulVec_eq_zero_iff.mpr h0
  exact hv (eq_zero_of_energy heps (by simp [energy, hv0]))
```

## The field produced by a single-wave displacement

With the inverse available, a multiple \(c\) of its column \(g\) satisfies

\[
\sum_j\varepsilon_{ij}\,c\,(\varepsilon^{-1})_{jg}=c\,\delta_{ig}.
\]

```lean
private lemma mulVec_column {eps : Matrix n n ℂ} (heps : (eps - 1).PosSemidef) (g : n) (c : ℂ) :
    eps *ᵥ (fun j => c * eps⁻¹ j g) = Pi.single g c := by
  ext i
  have h := congrFun (congrFun (Matrix.mul_nonsing_inv eps (isUnit_det heps)) i) g
  rw [Matrix.mul_apply] at h
  calc ∑ j, eps i j * (c * eps⁻¹ j g) = c * ∑ j, eps i j * eps⁻¹ j g := by
        rw [Finset.mul_sum]
        exact Finset.sum_congr rfl fun j _ => by ring
    _ = (Pi.single g c : n → ℂ) i := by
        rw [h, Matrix.one_apply]
        by_cases hi : i = g <;> simp [hi]
```

The denominator of \(M\) is non-zero. Let \(w\) be column \(g\) of \(\varepsilon^{-1}\), so that \(\varepsilon w=e_g\) and \(E(w)=w^\dagger e_g=w_g^*\). If \(w_g=(\varepsilon^{-1})_{gg}\) vanished, then \(E(w)=0\) and \(w=0\), which contradicts \(\varepsilon w=e_g\).

```lean
/-- If `ε - 1` is positive semidefinite, the diagonal elements of `ε⁻¹` do not vanish. -/
theorem inv_diag_ne_zero {eps : Matrix n n ℂ} (heps : (eps - 1).PosSemidef) (g : n) :
    eps⁻¹ g g ≠ 0 := by
  intro h0
  have hs := mulVec_column heps g 1
  have hz : (fun j => 1 * eps⁻¹ j g) = (0 : n → ℂ) := by
    apply eq_zero_of_energy heps
    rw [energy, hs, dotProduct_single, Pi.star_apply, h0]
    simp
  rw [hz, Matrix.mulVec_zero] at hs
  have := congrFun hs g
  simp at this
```

Therefore \(u_g=M(\varepsilon^{-1})_{gg}=1\).

```lean
private lemma microField_self {eps : Matrix n n ℂ} (heps : (eps - 1).PosSemidef) (g : n) :
    microField eps g g = 1 :=
  one_div_mul_cancel (inv_diag_ne_zero heps g)
```

Taking \(c=M\) in the column identity gives \(\varepsilon u=M e_g\), and so

\[
E(u)=u^\dagger(Me_g)=u_g^*M=M .
\]

In particular \(M\) is real, because \(E(u)\) is.

```lean
private lemma energy_microField {eps : Matrix n n ℂ} (heps : (eps - 1).PosSemidef) (g : n) :
    energy eps (microField eps g) = macroConst eps g := by
  have hs : eps *ᵥ microField eps g = Pi.single g (macroConst eps g) := mulVec_column heps g _
  rw [energy, hs, dotProduct_single, Pi.star_apply, microField_self heps, star_one, one_mul]
```

## Completing the square

Take any field \(x\) with \(x_g=1\). The first cross term is

\[
x^\dagger\varepsilon u=x_g^*M=M .
\]

For the second, \(\varepsilon\) is Hermitian and \(M\) is real, so

\[
u^\dagger\varepsilon x=(\varepsilon u)^\dagger x=M^*x_g=M .
\]

Expanding the form at \(x-u\) now gives

\[
E(x-u)=E(x)-M-M+M=E(x)-M,
\qquad\text{that is,}\qquad
E(x)=M+E(x-u).
\]

In the code, `hH` is the Hermiticity of \(\varepsilon\), `hreal` the reality of \(M\), and `h1` and `h2` are the two cross terms.

```lean
/-- Completing the square: if `ε - 1` is positive semidefinite, then for a field with unit component
`g` the quadratic form is the macroscopic constant plus the quadratic form of the deviation from
`microField`. -/
theorem energy_eq_add {eps : Matrix n n ℂ} (heps : (eps - 1).PosSemidef) (g : n)
    {x : n → ℂ} (hx : x g = 1) :
    energy eps x = macroConst eps g + energy eps (x - microField eps g) := by
  have hH : epsᴴ = eps := by
    have h := heps.1.add (Matrix.isHermitian_one (n := n) (α := ℂ))
    rw [sub_add_cancel] at h
    exact h
  have hs : eps *ᵥ microField eps g = Pi.single g (macroConst eps g) := mulVec_column heps g _
  have hreal : star (macroConst eps g) = macroConst eps g := by
    have h := (energy_bound heps (microField eps g)).1
    rw [energy_microField heps] at h
    exact Complex.conj_eq_iff_im.mpr h
  -- both cross terms equal the macroscopic constant
  have h1 : star x ⬝ᵥ (eps *ᵥ microField eps g) = macroConst eps g := by
    rw [hs, dotProduct_single, Pi.star_apply, hx, star_one, one_mul]
  have h2 : star (microField eps g) ⬝ᵥ (eps *ᵥ x) = macroConst eps g := by
    have h : star (microField eps g) ᵥ* eps = star (eps *ᵥ microField eps g) := by
      rw [Matrix.star_mulVec, hH]
    rw [Matrix.dotProduct_mulVec, h, hs, star_single, single_dotProduct, hx, hreal, mul_one]
  have h3 := energy_microField heps g
  unfold energy at h3 ⊢
  rw [Matrix.mulVec_sub, star_sub, sub_dotProduct, dotProduct_sub, dotProduct_sub, h1, h2, h3]
  ring
```

Since \(E(x-u)\ge0\), no field with unit \(g\) component has a quadratic form below \(M\), and \(u\) attains the value \(M\). `IsLeast` states both facts: \(M\) belongs to the set of attainable values and is a lower bound for it. The set is formed from real parts, which loses nothing because \(E\) is real.

```lean
/-- If `ε - 1` is positive semidefinite, the macroscopic constant is the minimum of `x† ε x` over
all fields with unit component `g`. -/
theorem macroConst_isLeast {eps : Matrix n n ℂ} (heps : (eps - 1).PosSemidef) (g : n) :
    IsLeast {E : ℝ | ∃ x : n → ℂ, x g = 1 ∧ E = (energy eps x).re} (macroConst eps g).re := by
  constructor
  · exact ⟨microField eps g, microField_self heps g, by rw [energy_microField heps]⟩
  · rintro E ⟨x, hx, rfl⟩
    have h := (energy_bound heps (x - microField eps g)).2
    have h0 : 0 ≤ ∑ i, ‖(x - microField eps g) i‖ ^ 2 :=
      Finset.sum_nonneg fun i _ => sq_nonneg _
    rw [energy_eq_add heps g hx, Complex.add_re]
    linarith
```

## The two bounds

The plane wave \(e_g\), with no local fields at all, is an admissible trial field, and its quadratic form is the diagonal element: \(E(e_g)=\varepsilon_{gg}\).

```lean
private lemma energy_single (eps : Matrix n n ℂ) (g : n) :
    energy eps (Pi.single g 1) = eps g g := by
  rw [energy, star_single, star_one, single_dotProduct, one_mul]
  change (fun j => eps g j) ⬝ᵥ Pi.single g 1 = _
  rw [dotProduct_single, mul_one]
```

The minimum cannot exceed a trial value, so \(M\le\varepsilon_{gg}\). From below, the norm bound applied to the minimiser gives

\[
M=E(u)\ge\sum_j|u_j|^2\ge|u_g|^2=1 .
\]

The theorem reads: if \(\varepsilon-1\) is positive semidefinite, then for every label \(g\) the matrix \(\varepsilon\) is invertible, the imaginary part of \(M\) is zero, and \(1\le M\le\varepsilon_{gg}\). The inequalities are written with real parts because Lean treats `macroConst eps g` and `eps g g` as complex numbers; both are in fact real, the second by Hermiticity.

For a static random-phase calculation with a finite set of reciprocal-lattice vectors, this means that neglecting local fields, by quoting \(\varepsilon_{gg}\) in place of \(M\), can overestimate the macroscopic constant but never underestimate it. The theorem concerns one matrix at one wavevector. It does not treat the limit \(q\to0\), an infinite set of reciprocal-lattice vectors, or absorbing frequencies, where \(\varepsilon\) is no longer Hermitian.

```lean
/-- Local-field bound: if `ε - 1` is positive semidefinite, then `ε` is invertible and
`1 / (ε⁻¹)_gg` is real and lies between `1` and `ε_gg`. -/
theorem local_field_bound {eps : Matrix n n ℂ} (heps : (eps - 1).PosSemidef) (g : n) :
    IsUnit eps ∧ (macroConst eps g).im = 0 ∧
      1 ≤ (macroConst eps g).re ∧ (macroConst eps g).re ≤ (eps g g).re := by
  have hb := energy_bound heps (microField eps g)
  rw [energy_microField heps] at hb
  refine ⟨(Matrix.isUnit_iff_isUnit_det _).2 (isUnit_det heps), hb.1, ?_, ?_⟩
  · -- the minimising field has unit component g, so its squared norm is at least one
    have h1 : ‖microField eps g g‖ ^ 2 ≤ ∑ j, ‖microField eps g j‖ ^ 2 :=
      Finset.single_le_sum (f := fun j => ‖microField eps g j‖ ^ 2)
        (fun j _ => sq_nonneg _) (Finset.mem_univ g)
    rw [microField_self heps, norm_one, one_pow] at h1
    exact h1.trans hb.2
  · -- the single plane wave g is a trial field
    exact (macroConst_isLeast heps g).2 ⟨Pi.single g 1, by simp, by rw [energy_single]⟩
```

## When local fields make no difference

Suppose \(M=\varepsilon_{gg}\). Completing the square at \(x=e_g\) gives \(\varepsilon_{gg}=M+E(e_g-u)\), so \(E(e_g-u)=0\) and \(u=e_g\). Then \(\varepsilon e_g=Me_g\), and component \(j\neq g\) of this equation is \(\varepsilon_{jg}=0\).

Conversely, if \(\varepsilon_{jg}=0\) for all \(j\neq g\), the \(gg\) element of \(\varepsilon^{-1}\varepsilon=1\) reduces to

\[
\sum_j(\varepsilon^{-1})_{gj}\,\varepsilon_{jg}=(\varepsilon^{-1})_{gg}\,\varepsilon_{gg}=1,
\]

which is \(M=\varepsilon_{gg}\). The upper bound is thus attained exactly when the wave \(g\) is coupled to no other wave.

The smallest case is a single label. There are then no other waves to couple to, so the upper bound is attained and \(M\) is the one entry of the matrix.

```lean
/-- If `ε - 1` is positive semidefinite, the macroscopic constant equals `ε_gg` exactly when all
couplings `ε_jg` with `j ≠ g` vanish. -/
theorem macroConst_eq_diag_iff {eps : Matrix n n ℂ} (heps : (eps - 1).PosSemidef) (g : n) :
    macroConst eps g = eps g g ↔ ∀ j, j ≠ g → eps j g = 0 := by
  constructor
  · intro h j hj
    have hsq := energy_eq_add heps g (x := Pi.single g 1) (by simp)
    rw [energy_single, h] at hsq
    have h0 : energy eps (Pi.single g 1 - microField eps g) = 0 := by
      linear_combination -hsq
    have hv := sub_eq_zero.mp (eq_zero_of_energy heps (by rw [h0, Complex.zero_re]))
    have hs : eps *ᵥ microField eps g = Pi.single g (macroConst eps g) := mulVec_column heps g _
    rw [← hv] at hs
    have hj' : (fun k => eps j k) ⬝ᵥ Pi.single g 1 = (Pi.single g (macroConst eps g) : n → ℂ) j :=
      congrFun hs j
    rw [dotProduct_single, mul_one] at hj'
    rw [hj']
    simp [hj]
  · intro h
    have h1 := congrFun (congrFun (Matrix.nonsing_inv_mul eps (isUnit_det heps)) g) g
    rw [Matrix.mul_apply, Matrix.one_apply_eq, Finset.sum_eq_single g
      (fun j _ hj => by rw [h j hj, mul_zero]) (fun hg => absurd (Finset.mem_univ g) hg)] at h1
    rw [macroConst, div_eq_iff (inv_diag_ne_zero heps g)]
    linear_combination -h1
```

## Two coupled waves

With two labels, 0 and 1, local fields can already lower the constant. The following matrix is chosen for easy arithmetic and is not computed for a real crystal; it is a limiting case, in which the field pattern \((1,i)\) is left unscreened:

\[
\varepsilon=\begin{pmatrix}2&i\\-i&2\end{pmatrix}.
\]

```lean
/-- The two-wave dielectric matrix with diagonal `2` and couplings `±i`. -/
def twoWave : Matrix (Fin 2) (Fin 2) ℂ := !![2, Complex.I; -Complex.I, 2]
```

The hypothesis holds because \(\varepsilon-1\) factorises as

\[
\varepsilon-1=\begin{pmatrix}1&i\\-i&1\end{pmatrix}=B^\dagger B,
\qquad
B=\begin{pmatrix}1&i\\0&0\end{pmatrix}.
\]

The determinant of \(\varepsilon\) is \(4-1=3\), so

\[
\varepsilon^{-1}=\frac13\begin{pmatrix}2&-i\\i&2\end{pmatrix},
\qquad
M=\frac{1}{2/3}=\frac32
\]

for \(g=0\), strictly between \(1\) and \(\varepsilon_{00}=2\). The minimising field is \(u=(1,\,i/2)\): the second wave is admixed with half the amplitude of the first. The proof checks the factorisation entry by entry, then confirms the inverse by multiplying it with \(\varepsilon\).

```lean
/-- The two-wave matrix meets the hypothesis of the bound, and its macroscopic constant for label
`0` is `3/2`. -/
theorem twoWave_witness : (twoWave - 1).PosSemidef ∧ macroConst twoWave 0 = 3 / 2 := by
  constructor
  · have h : twoWave - 1 = (!![1, Complex.I; 0, 0] : Matrix (Fin 2) (Fin 2) ℂ)ᴴ *
        !![1, Complex.I; 0, 0] := by
      ext i j
      fin_cases i <;> fin_cases j <;>
        simp [twoWave, Matrix.mul_apply, Fin.sum_univ_succ] <;> norm_num
    rw [h]
    exact Matrix.posSemidef_conjTranspose_mul_self _
  · have hinv : twoWave⁻¹ = !![2 / 3, -Complex.I / 3; Complex.I / 3, 2 / 3] := by
      apply Matrix.inv_eq_right_inv
      have h1 : (2 : ℂ) * (2 / 3) + Complex.I * (Complex.I / 3) = 1 := by
        linear_combination (1 / 3) * Complex.I_sq
      have h2 : (2 : ℂ) * (-Complex.I / 3) + Complex.I * (2 / 3) = 0 := by ring
      have h3 : -Complex.I * (2 / 3) + 2 * (Complex.I / 3) = 0 := by ring
      have h4 : -Complex.I * (-Complex.I / 3) + 2 * (2 / 3) = 1 := by
        linear_combination (1 / 3) * Complex.I_sq
      rw [twoWave, Matrix.mul_fin_two, h1, h2, h3, h4, Matrix.one_fin_two]
    rw [macroConst, hinv]
    norm_num

end

end DielectricLocalField
```

```lean
#print axioms DielectricLocalField.local_field_bound
#print axioms DielectricLocalField.macroConst_eq_diag_iff
```

```
'DielectricLocalField.local_field_bound' depends on axioms: [propext, Classical.choice, Quot.sound]
'DielectricLocalField.macroConst_eq_diag_iff' depends on axioms: [propext, Classical.choice, Quot.sound]
```
